# Two families of Weyl spinors with equal brackets, not all zero, are related by exactly one complex matrix, and its determinant is one

A Weyl spinor is a column $a = (a_0, a_1)$ of two complex numbers. Indices start at 0, as in the Lean code below. The bracket of two spinors is the determinant of the matrix that has them as columns:

$$[a\,b] = \det\begin{pmatrix} a_0 & b_0 \\ a_1 & b_1 \end{pmatrix} = a_0 b_1 - b_0 a_1 .$$

It is antisymmetric, and it vanishes exactly when the two spinors are linearly dependent. The components are ordinary commuting numbers. A proper orthochronous Lorentz transformation (one without space or time reflection) acts on spinors of one chirality as a complex $2\times 2$ matrix $A$ with $\det A = 1$. Some codes define the bracket with the opposite sign; the matrix that relates the two families below is the same if both families use the same sign.

## Equal brackets fix one matrix

Let $\psi_i$ and $\chi_i$ be two families of spinors with the same labels $i$. Suppose that

$$[\psi_i\,\psi_j] = [\chi_i\,\chi_j] \quad\text{for all } i, j,$$

and that $[\psi_k\,\psi_l] \neq 0$ for some pair $k, l$. Then exactly one complex $2\times 2$ matrix $A$ satisfies $A\psi_i = \chi_i$ for all $i$, and $\det A = 1$. On any spinor $v$ it acts as

$$A v = \frac{[v\,\psi_l]\,\chi_k + [\psi_k\,v]\,\chi_l}{[\psi_k\,\psi_l]} .$$

The nonzero bracket says that the spinors do not all lie along one direction. For massless particles with real momenta, it says that at least two of the four-momenta are linearly independent. Two particles that fly in opposite directions meet this condition; two that fly in the same direction do not.

## Comparing spinor lists in amplitude codes

Codes that evaluate scattering amplitudes of massless particles often store spinors of both chiralities for each external leg and build the amplitude from the brackets of each kind. For a finite list of spinors of one chirality in exact arithmetic, the result says that the brackets hold all the information in that list that is independent of the frame, provided that one of them is nonzero. Under that condition, any function of the list that is unchanged by determinant-one matrices takes the same value on two lists with equal brackets. Values of such a function can therefore be cached with the full table of brackets as the key.

Phases need care in such a comparison. If a code boosts the momenta and then recomputes each spinor from its momentum, every spinor may acquire its own phase. The moduli of the brackets then agree, but the brackets themselves need not, so the hypothesis can fail. Transforming the spinors directly avoids the problem.

In floating-point work the formula for $A$ divides by the reference bracket, so a nearly collinear reference pair amplifies rounding errors.

## From one reference pair to the whole family

**Brackets scale with the determinant.** Expand $[Aa\;Ab]$ in components:

$$(A_{00}a_0 + A_{01}a_1)(A_{10}b_0 + A_{11}b_1) - (A_{00}b_0 + A_{01}b_1)(A_{10}a_0 + A_{11}a_1).$$

The terms with $A_{00}A_{10}$ and with $A_{01}A_{11}$ cancel. What remains is

$$(A_{00}A_{11} - A_{01}A_{10})(a_0b_1 - b_0a_1) = \det A\,[a\,b].$$

**The Schouten identity.** For any three spinors,

$$[c\,b]\,a + [a\,c]\,b = [a\,b]\,c .$$

Component 0 of the left side is $(c_0b_1 - b_0c_1)a_0 + (a_0c_1 - c_0a_1)b_0$. The two terms with $c_1$ cancel and leave $(a_0b_1 - b_0a_1)c_0$. In component 1 the terms with $c_0$ cancel in the same way and leave $(a_0b_1 - b_0a_1)c_1$.

**Existence.** Choose $k, l$ with $[\psi_k\,\psi_l] \neq 0$ and define $A$ by the formula above. The right side of that formula is linear in $v$, so it does define a matrix. Put $v = \psi_i$ and replace each bracket of $\psi$ by the equal bracket of $\chi$:

$$A\psi_i = \frac{[\chi_i\,\chi_l]\,\chi_k + [\chi_k\,\chi_i]\,\chi_l}{[\chi_k\,\chi_l]} = \chi_i ,$$

where the last step is the Schouten identity for $\chi_k, \chi_l, \chi_i$.

**Determinant.** By the scaling rule, $[\chi_k\,\chi_l] = \det A\,[\psi_k\,\psi_l]$. The two brackets are equal and nonzero, so $\det A = 1$.

**Uniqueness.** Let $A$ and $B$ agree on $a$ and $b$ with $[a\,b] \neq 0$, and set $D = A - B$. Each row $i$ gives

$$D_{i0}a_0 + D_{i1}a_1 = 0, \qquad D_{i0}b_0 + D_{i1}b_1 = 0 .$$

Multiply the first equation by $b_1$, the second by $a_1$, and subtract: $[a\,b]\,D_{i0} = 0$. Multiply the second by $a_0$, the first by $b_0$, and subtract: $[a\,b]\,D_{i1} = 0$. Hence $D = 0$. With $a = \psi_k$ and $b = \psi_l$, this shows that every matrix carrying $\psi$ to $\chi$ is $A$.

**When every bracket vanishes.** All the $\psi_i$ then lie along one direction. Let $s$ be a nonzero member of the family, or $(1,0)$ if there is none. The null rotation

$$N_s v = v + [s\,v]\,s, \qquad N_s = \begin{pmatrix} 1 - s_0s_1 & s_0^2 \\ -s_1^2 & 1 + s_0s_1 \end{pmatrix}$$

has determinant $1 - s_0^2s_1^2 + s_0^2s_1^2 = 1$ and leaves every $\psi_i$ fixed. If a determinant-one matrix $A$ carries $\psi$ to $\chi$, so does $AN_s$. The two differ, because $AN_s = A$ would give $N_s = 1$, hence $s_0^2 = s_1^2 = 0$ and $s = 0$.

There may also be no solution at all. The pairs $(1,0),(1,0)$ and $(1,0),(2,0)$ have only zero brackets, and no matrix sends the one spinor $(1,0)$ to two different images.

## Lean source for the transfer matrix and the collinear case

```lean
import Mathlib

open Matrix

namespace WeylSpinorBrackets

noncomputable section

/-- The spinor bracket: the determinant of the matrix whose columns are the two Weyl spinors. -/
def bracket (a b : Fin 2 → ℂ) : ℂ := !![a 0, b 0; a 1, b 1].det

/-- The matrix built from a reference pair `a, b` and a target pair `a', b'`, meant to carry
the first pair to the second. -/
def transfer (a b a' b' : Fin 2 → ℂ) : Matrix (Fin 2) (Fin 2) ℂ :=
  Matrix.of fun i => ![(a' i * b 1 - b' i * a 1) / bracket a b,
    (b' i * a 0 - a' i * b 0) / bracket a b]

/-- The null rotation about the spinor `s`, as a matrix acting on Weyl spinors. -/
def nullRotation (s : Fin 2 → ℂ) : Matrix (Fin 2) (Fin 2) ℂ :=
  !![1 - s 0 * s 1, s 0 ^ 2; -(s 1) ^ 2, 1 + s 0 * s 1]

lemma bracket_eq (a b : Fin 2 → ℂ) : bracket a b = a 0 * b 1 - b 0 * a 1 :=
  Matrix.det_fin_two_of _ _ _ _

lemma mulVec_two (A : Matrix (Fin 2) (Fin 2) ℂ) (v : Fin 2 → ℂ) (i : Fin 2) :
    (A *ᵥ v) i = A i 0 * v 0 + A i 1 * v 1 := by
  simp [Matrix.mulVec, dotProduct, Fin.sum_univ_two]

/-- A linear map of spinor space multiplies every bracket by its determinant. -/
theorem bracket_mulVec (A : Matrix (Fin 2) (Fin 2) ℂ) (a b : Fin 2 → ℂ) :
    bracket (A *ᵥ a) (A *ᵥ b) = A.det * bracket a b := by
  simp only [bracket_eq, mulVec_two, Matrix.det_fin_two]
  ring

/-- The Schouten identity: a spinor `c`, multiplied by the bracket of `a` and `b`, is a
combination of `a` and `b` with brackets as coefficients. -/
theorem schouten (a b c : Fin 2 → ℂ) :
    bracket c b • a + bracket a c • b = bracket a b • c := by
  ext i
  simp only [Pi.add_apply, Pi.smul_apply, smul_eq_mul, bracket_eq]
  revert i
  rw [Fin.forall_fin_two]
  constructor <;> ring

lemma transfer_mulVec (a b a' b' v : Fin 2 → ℂ) :
    transfer a b a' b' *ᵥ v =
      (bracket a b)⁻¹ • (bracket v b • a' + bracket a v • b') := by
  ext i
  rw [mulVec_two]
  simp only [transfer, Matrix.of_apply, Matrix.cons_val_zero, Matrix.cons_val_one,
    Pi.smul_apply, Pi.add_apply, smul_eq_mul, bracket_eq]
  ring

/-- Two matrices that act equally on a pair of spinors with nonzero bracket are equal. -/
theorem eq_of_agree_on_pair {A B : Matrix (Fin 2) (Fin 2) ℂ} {a b : Fin 2 → ℂ}
    (hab : bracket a b ≠ 0) (ha : A *ᵥ a = B *ᵥ a) (hb : A *ᵥ b = B *ᵥ b) : A = B := by
  ext i j
  have h1 := congrFun ha i
  have h2 := congrFun hb i
  simp only [mulVec_two] at h1 h2
  -- Cramer's rule for each row of the matrix
  have e0 : A i 0 = B i 0 := by
    apply mul_left_cancel₀ hab
    rw [bracket_eq]
    linear_combination b 1 * h1 - a 1 * h2
  have e1 : A i 1 = B i 1 := by
    apply mul_left_cancel₀ hab
    rw [bracket_eq]
    linear_combination a 0 * h2 - b 0 * h1
  fin_cases j
  · exact e0
  · exact e1

/-- If two families of Weyl spinors have the same brackets, not all zero, then a matrix of
determinant one carries the first family to the second, and it is the only complex matrix
that does so. -/
theorem existsUnique_lorentz_of_brackets_eq {ι : Type*} (ψ χ : ι → Fin 2 → ℂ)
    (h : ∀ i j, bracket (ψ i) (ψ j) = bracket (χ i) (χ j))
    (hne : ∃ i j, bracket (ψ i) (ψ j) ≠ 0) :
    ∃ A : Matrix (Fin 2) (Fin 2) ℂ, A.det = 1 ∧ (∀ i, A *ᵥ ψ i = χ i) ∧
      ∀ B : Matrix (Fin 2) (Fin 2) ℂ, (∀ i, B *ᵥ ψ i = χ i) → B = A := by
  obtain ⟨k, l, hkl⟩ := hne
  have hkl' : bracket (χ k) (χ l) ≠ 0 := by rwa [← h k l]
  -- the matrix fixed by the reference pair carries the whole family
  have hA : ∀ i, transfer (ψ k) (ψ l) (χ k) (χ l) *ᵥ ψ i = χ i := by
    intro i
    rw [transfer_mulVec, h i l, h k i, h k l, schouten, smul_smul,
      inv_mul_cancel₀ hkl', one_smul]
  refine ⟨transfer (ψ k) (ψ l) (χ k) (χ l), ?_, hA, fun B hB => ?_⟩
  · -- the reference bracket is preserved, so the determinant is one
    have hd := bracket_mulVec (transfer (ψ k) (ψ l) (χ k) (χ l)) (ψ k) (ψ l)
    rw [hA k, hA l, ← h k l] at hd
    apply mul_right_cancel₀ hkl
    rw [one_mul]
    exact hd.symm
  · exact eq_of_agree_on_pair hkl ((hB k).trans (hA k).symm) ((hB l).trans (hA l).symm)

/-- For a family of spinors with some nonzero bracket, a second family has the same brackets
exactly when a matrix of determinant one carries the first family to the second. -/
theorem brackets_eq_iff {ι : Type*} (ψ χ : ι → Fin 2 → ℂ)
    (hne : ∃ i j, bracket (ψ i) (ψ j) ≠ 0) :
    (∀ i j, bracket (ψ i) (ψ j) = bracket (χ i) (χ j)) ↔
      ∃ A : Matrix (Fin 2) (Fin 2) ℂ, A.det = 1 ∧ ∀ i, A *ᵥ ψ i = χ i := by
  constructor
  · intro h
    obtain ⟨A, hdet, hA, _⟩ := existsUnique_lorentz_of_brackets_eq ψ χ h hne
    exact ⟨A, hdet, hA⟩
  · rintro ⟨A, hdet, hA⟩ i j
    rw [← hA i, ← hA j, bracket_mulVec, hdet, one_mul]

/-- The null rotation about `s` adds to each spinor `v` the multiple `bracket s v` of `s`. -/
theorem nullRotation_mulVec (s v : Fin 2 → ℂ) :
    nullRotation s *ᵥ v = v + bracket s v • s := by
  ext i
  rw [mulVec_two]
  fin_cases i <;> simp [nullRotation, bracket_eq] <;> ring

/-- If all brackets of a family vanish, a matrix of determinant one carrying it to another
family is never unique: a different matrix of determinant one does the same. -/
theorem not_unique_of_brackets_zero {ι : Type*} (ψ χ : ι → Fin 2 → ℂ)
    (h0 : ∀ i j, bracket (ψ i) (ψ j) = 0) (A : Matrix (Fin 2) (Fin 2) ℂ)
    (hdet : A.det = 1) (hA : ∀ i, A *ᵥ ψ i = χ i) :
    ∃ B : Matrix (Fin 2) (Fin 2) ℂ, B ≠ A ∧ B.det = 1 ∧ ∀ i, B *ᵥ ψ i = χ i := by
  -- a nonzero spinor whose bracket with the whole family vanishes
  obtain ⟨s, hs, hsψ⟩ : ∃ s : Fin 2 → ℂ, s ≠ 0 ∧ ∀ i, bracket s (ψ i) = 0 := by
    by_cases hz : ∃ k, ψ k ≠ 0
    · obtain ⟨k, hk⟩ := hz
      exact ⟨ψ k, hk, h0 k⟩
    · refine ⟨![1, 0], fun h => ?_, fun i => ?_⟩
      · have h' := congrFun h 0
        simp at h'
      · have hi : ψ i = 0 := by
          by_contra hi
          exact hz ⟨i, hi⟩
        simp [bracket_eq, hi]
  have hadj : A.adjugate * A = 1 := by rw [Matrix.adjugate_mul, hdet, one_smul]
  refine ⟨A * nullRotation s, fun h => hs ?_, ?_, fun i => ?_⟩
  · -- equality would force the null rotation to be trivial
    have hN : nullRotation s = 1 := by
      calc nullRotation s = (A.adjugate * A) * nullRotation s := by rw [hadj, one_mul]
        _ = A.adjugate * A := by rw [mul_assoc, h]
        _ = 1 := hadj
    have h01 := congrFun (congrFun hN 0) 1
    have h10 := congrFun (congrFun hN 1) 0
    simp [nullRotation] at h01 h10
    ext i
    fin_cases i
    · exact h01
    · exact h10
  · rw [Matrix.det_mul, hdet, one_mul, nullRotation, Matrix.det_fin_two_of]
    ring
  · rw [← Matrix.mulVec_mulVec, nullRotation_mulVec, hsψ i, zero_smul, add_zero, hA i]

/-- The spinor pairs (1,0), (1,0) and (1,0), (2,0) have the same brackets, yet no matrix
carries the first pair to the second. -/
theorem no_map_between_collinear_pairs :
    let ψ : Fin 2 → Fin 2 → ℂ := fun _ => ![1, 0]
    let χ : Fin 2 → Fin 2 → ℂ := ![![1, 0], ![2, 0]]
    (∀ i j, bracket (ψ i) (ψ j) = bracket (χ i) (χ j)) ∧
      ¬ ∃ A : Matrix (Fin 2) (Fin 2) ℂ, ∀ i, A *ᵥ ψ i = χ i := by
  intro ψ χ
  constructor
  · intro i j
    fin_cases i <;> fin_cases j <;> simp [ψ, χ, bracket_eq]
  · rintro ⟨A, hA⟩
    have h := congrFun ((hA 0).symm.trans (hA 1)) 0
    simp [χ] at h

end

end WeylSpinorBrackets
```

```lean
#print axioms WeylSpinorBrackets.existsUnique_lorentz_of_brackets_eq
-- 'WeylSpinorBrackets.existsUnique_lorentz_of_brackets_eq' depends on axioms: [propext, Classical.choice, Quot.sound]
#print axioms WeylSpinorBrackets.brackets_eq_iff
-- 'WeylSpinorBrackets.brackets_eq_iff' depends on axioms: [propext, Classical.choice, Quot.sound]
#print axioms WeylSpinorBrackets.not_unique_of_brackets_zero
-- 'WeylSpinorBrackets.not_unique_of_brackets_zero' depends on axioms: [propext, Classical.choice, Quot.sound]
#print axioms WeylSpinorBrackets.no_map_between_collinear_pairs
-- 'WeylSpinorBrackets.no_map_between_collinear_pairs' depends on axioms: [propext, Classical.choice, Quot.sound]
```

## The theorems read in words

A spinor is a function `Fin 2 → ℂ`, a matrix has type `Matrix (Fin 2) (Fin 2) ℂ`, and `A *ᵥ v` is the product of matrix and column. A family is a function from a label type `ι` to spinors. Nothing is assumed about `ι`, so the families may be infinite.

In `existsUnique_lorentz_of_brackets_eq`, the hypothesis `h` is the equality of all brackets and `hne` is the existence of a nonzero one. The conclusion gives a matrix `A` with determinant one that carries `ψ` to `χ`. Its last clause says that any complex matrix `B` that carries `ψ` to `χ` equals `A`. No determinant condition is placed on `B`, so uniqueness holds among all $2\times 2$ matrices.

The theorem `brackets_eq_iff` adds the converse. Given a nonzero bracket in the first family, the brackets agree exactly when some determinant-one matrix relates the families. The theorem `not_unique_of_brackets_zero` covers the collinear case: whenever a determinant-one solution exists there, a different one exists too. The theorem `no_map_between_collinear_pairs` is the example without a solution.

The word "Lorentz" in the theorem's name is an interpretation. Four-vectors, the metric and the opposite chirality do not appear in the statements, and neither does the two-to-one map from determinant-one matrices to Lorentz transformations. The matrices $A$ and $-A$ give the same Lorentz transformation, but $-A$ carries $\psi_i$ to $-\chi_i$, so the spinors themselves select the sign. The equalities are exact; brackets that agree only within a tolerance do not satisfy `h`.

## How the lemmas follow the derivation

The lemmas `bracket_eq` and `mulVec_two` write the bracket and the matrix product in components. With these, `bracket_mulVec` and `schouten` become polynomial identities, which `ring` proves.

The definition `transfer` lists the entries of the matrix for a reference pair and a target pair, and `transfer_mulVec` shows that it acts by the formula for $Av$. That lemma needs no nonzero bracket: both sides contain the same factor, the inverse of the reference bracket, and Lean gives this inverse a value even when the bracket is zero.

In the main theorem, the step `hA` applies `transfer_mulVec`, rewrites three brackets with `h`, uses `schouten`, and cancels the reference bracket. The determinant then comes from `bracket_mulVec` on the reference pair, after cancelling the same nonzero number. Uniqueness is a call to `eq_of_agree_on_pair`.

In the collinear case, `nullRotation_mulVec` gives the action of $N_s$. The proof cancels $A$ from $AN_s = A$ by multiplying from the left with the adjugate, which is the inverse of $A$ because $\det A = 1$. It then reads $s_0 = s_1 = 0$ from the off-diagonal entries.

## Cramer's rule through `linear_combination`

Uniqueness turns on the tactic `linear_combination`. Given coefficients for known equations, it subtracts that combination from the goal and asks `ring` to confirm that nothing is left. The user supplies the multipliers, and the tactic checks the algebra.

In `eq_of_agree_on_pair`, `h1` and `h2` state that row $i$ of the two matrices gives the same result on `a` and on `b`. The command `apply mul_left_cancel₀ hab` first replaces the goal $A_{i0} = B_{i0}$ by

$$[a\,b]\,A_{i0} = [a\,b]\,B_{i0}.$$

This is the only place where the nonzero bracket enters that lemma's argument, once for each column. The new goal is a polynomial consequence of the row equations, and `linear_combination b 1 * h1 - a 1 * h2` names the multipliers $b_1$ and $-a_1$ from the derivation. The second column uses $a_0$ and $-b_0$. No matrix inverse is formed, and no fraction has to be simplified.
